# Wick's recursion: moving an operator through a product when its ε-commutators are scalars

Take the vacuum expectation value of a product of eight fields and split each field into a lowering and a raising part. The product becomes $2^8=256$ strings of ladder operators. Many vanish at once. The others can be reordered one interchange at a time, but this is laborious, and for fermions each interchange brings a sign that can get lost.

The recursion below moves one operator through the whole product in a single step. It needs one hypothesis: the commutator (bosons) or anticommutator (fermions) of that operator with each operator it passes is a number. This holds for free fields, whose ladder operators obey canonical relations. It fails in general for interacting fields taken at different times.

Wick's theorem usually means the expansion of a product into normal-ordered terms with every possible set of contractions. The results here are the recursive step behind it, the same step for expectation values, and the complete sum over pairings for four fields.

## Operators, labels and contractions

The operators are elements of an associative algebra $R$ with unit over a commutative ring $K$; in physics $K=\mathbb C$. They carry labels from a type $\iota$, such as modes or lattice sites. No dimension is fixed. This matters for bosons, because $[a,a^\dagger]=1$ has no solution in complex $d\times d$ matrices with $d\ge 1$: the trace of the left side is zero, that of the right side is $d$. Questions of domain for unbounded operators do not enter; one may think of operators on a common invariant domain.

```lean
import Mathlib

open Finset

namespace WickRecursion

noncomputable section

variable {K R ι : Type*} [CommRing K] [Ring R] [Algebra K R]
```

Let $l=(l_0,\dots,l_{n-1})$ be a list of labels, possibly with repetitions, and write $P(l)=A_{l_0}\cdots A_{l_{n-1}}$, with $P=1$ for the empty list. Let $l\setminus j$ be the list with position $j$ removed. With a number $c_{l_j}$ for each operator and $\varepsilon\in K$, the sum of all single contractions is

$$S(l)=\sum_{j=0}^{n-1}\varepsilon^{j}\,c_{l_j}\,P(l\setminus j).$$

```lean
/-- The sum of all single contractions with a product of operators `A`: the operator at
position `j` (counted from zero) is replaced by its contraction `c`, with weight `ε ^ j`. -/
def contractionSum (ε : K) (A : ι → R) (c : ι → K) (l : List ι) : R :=
  ∑ j : Fin l.length, (ε ^ (j : ℕ) * c (l.get j)) • ((l.eraseIdx j).map A).prod
```

Positions count from zero, so the exponent of $\varepsilon$ is the number of operators standing to the left of the contracted one. In Lean, `l.get j` is the label $l_j$, `l.eraseIdx j` is $l\setminus j$, and `•` multiplies an operator by a scalar.

## Splitting off the first operator

Put one more label $a$ in front of $l$. The term at position $0$ contracts $A_a$ and leaves $c_a P(l)$. In every other term $A_a$ stays in front, and the contracted operator has moved from position $j$ to $j+1$:

$$S(a,l)=c_a P(l)+\sum_{j=0}^{n-1}\varepsilon^{j+1}c_{l_j}A_a P(l\setminus j)=c_a P(l)+\varepsilon A_a S(l).$$

```lean
/-- Either the first operator of the product is contracted, or it stays in front, at the cost
of a factor `ε`, and a later one is contracted. -/
theorem contractionSum_cons (ε : K) (A : ι → R) (c : ι → K) (a : ι) (l : List ι) :
    contractionSum ε A c (a :: l) =
      c a • (l.map A).prod + ε • (A a * contractionSum ε A c l) := by
  unfold contractionSum
  refine (Fin.sum_univ_succ (n := l.length) _).trans ?_
  congr 1
  · simp
  · rw [Finset.mul_sum, Finset.smul_sum]
    refine Finset.sum_congr rfl fun j _ => ?_
    rw [mul_smul_comm, smul_smul]
    simp [pow_succ', mul_assoc]
```

`Fin.sum_univ_succ` separates the term at position $0$; the rest of the proof draws $\varepsilon A_a$ out of the remaining sum.

## Moving one operator through the product

Let $m$ be an element of $R$. Its ε-commutator with an operator $A$ is $mA-\varepsilon Am$. Suppose that this is a scalar, $mA_{l_j}-\varepsilon A_{l_j}m=c_{l_j}1$, for every operator in the product. The claim is

$$m\,P(l)=S(l)+\varepsilon^{n}P(l)\,m .$$

For the empty list this reads $m=0+m$. If it holds for $l$, then for $(a,l)$

$$\begin{aligned}
mA_aP(l)&=c_aP(l)+\varepsilon A_a\,mP(l)\\
&=c_aP(l)+\varepsilon A_aS(l)+\varepsilon^{n+1}A_aP(l)\,m\\
&=S(a,l)+\varepsilon^{n+1}A_aP(l)\,m .
\end{aligned}$$

The first line uses the hypothesis for $A_a$, the second the induction hypothesis, and the third the splitting of $S$.

```lean
/-- Wick recursion: if `m A_j - ε A_j m = c_j` for every operator in a product, then moving `m`
from the left end to the right end produces all single contractions and a factor `ε ^ n`,
where `n` is the number of operators. -/
theorem wick_recursion (ε : K) (m : R) (A : ι → R) (c : ι → K) (l : List ι)
    (h : ∀ j ∈ l, m * A j - ε • (A j * m) = c j • (1 : R)) :
    m * (l.map A).prod =
      contractionSum ε A c l + ε ^ l.length • ((l.map A).prod * m) := by
  induction l with
  | nil => simp [contractionSum]
  | cons a l ih =>
    have ih' := ih (fun j hj => h j (List.mem_cons_of_mem a hj))
    have ha : m * A a = c a • (1 : R) + ε • (A a * m) :=
      sub_eq_iff_eq_add.mp (h a (by simp))
    rw [List.map_cons, List.prod_cons]
    -- move `m` past the first operator, then past the rest
    calc m * (A a * (l.map A).prod) = (m * A a) * (l.map A).prod := (mul_assoc _ _ _).symm
      _ = c a • (l.map A).prod + ε • (A a * (m * (l.map A).prod)) := by
        rw [ha, add_mul, smul_mul_assoc, one_mul, smul_mul_assoc, mul_assoc]
      _ = contractionSum ε A c (a :: l)
            + ε ^ (a :: l).length • ((A a * (l.map A).prod) * m) := by
        rw [ih', contractionSum_cons, List.length_cons, mul_add, smul_add, mul_smul_comm,
          smul_smul, ← pow_succ', mul_assoc, add_assoc]
```

The hypothesis `h` is required only for labels that occur in the list. Bosons have $\varepsilon=1$ and fermions $\varepsilon=-1$, though the theorem admits any $\varepsilon$ in $K$. The `calc` block follows the three lines above, with the last two merged into its final step.

## Expectation values

Now let each field be $\varphi_i=m_i+p_i$, where $m_i$ is the part that annihilates the vacuum and $p_i$ the part whose adjoint does. A linear functional $\omega$ plays the role of the vacuum expectation value. Two conditions express what the vacuum does: $\omega(x\,m_i)=0$, because $m_i$ annihilates the state on its right, and $\omega(p_i\,x)=0$, because $p_i$ gives zero on the state to its left. The contractions are defined by $m_i\varphi_j-\varepsilon\varphi_jm_i=c_{ij}1$.

Let $\Phi(l)=\varphi_{l_0}\cdots\varphi_{l_{n-1}}$. The part $p_i$ drops out on the left, the recursion moves $m_i$ to the right, and there it drops out as well:

$$\omega(\varphi_i\Phi(l))=\omega(m_i\Phi(l))=\sum_{j=0}^{n-1}\varepsilon^{j}c_{i\,l_j}\,\omega(\Phi(l\setminus j))+\varepsilon^n\underbrace{\omega(\Phi(l)\,m_i)}_{0}.$$

```lean
/-- Wick recursion for correlation functions: let the fields be `m i + p i`, where `m i` has
scalar `ε`-commutators `c i j` with the fields, and let the linear functional `ω` vanish on
products ending in some `m i` or beginning with some `p i`. Then the first field is contracted
with each later one in turn. -/
theorem correlation_recursion (ε : K) (m p : ι → R) (c : ι → ι → K) (ω : R →ₗ[K] K)
    (h : ∀ i j, m i * (m + p) j - ε • ((m + p) j * m i) = c i j • (1 : R))
    (hm : ∀ i x, ω (x * m i) = 0) (hp : ∀ i x, ω (p i * x) = 0) (i : ι) (l : List ι) :
    ω (((i :: l).map (m + p)).prod) =
      ∑ j : Fin l.length,
        ε ^ (j : ℕ) * c i (l.get j) * ω (((l.eraseIdx j).map (m + p)).prod) := by
  have w := wick_recursion ε (m i) (m + p) (c i) l (fun j _ => h i j)
  -- the part `p i` drops out on the left, and `m i` drops out on the right
  rw [List.map_cons, List.prod_cons, Pi.add_apply, add_mul, map_add, hp, add_zero, w,
    map_add, map_smul, hm, smul_zero, add_zero, contractionSum, map_sum]
  refine Finset.sum_congr rfl fun j _ => ?_
  rw [map_smul, smul_eq_mul]
```

In Lean, `m + p` is the field as a function of its label. Apart from the two vanishing conditions `hm` and `hp`, the functional `ω` is only assumed linear; positivity and a Hilbert space are not needed. The long `rw` applies the steps of the displayed equation in order.

## Odd products vanish

For a single field the list behind it is empty, so the sum has no terms and $\omega(\varphi_i)=0$. Each contraction removes two fields, so a product of $2n+3$ fields reduces to products of $2n+1$ fields, which vanish by induction.

```lean
/-- Under the hypotheses of the recursion for correlation functions, the correlation function
of an odd number of fields vanishes. -/
theorem correlation_odd (ε : K) (m p : ι → R) (c : ι → ι → K) (ω : R →ₗ[K] K)
    (h : ∀ i j, m i * (m + p) j - ε • ((m + p) j * m i) = c i j • (1 : R))
    (hm : ∀ i x, ω (x * m i) = 0) (hp : ∀ i x, ω (p i * x) = 0)
    (l : List ι) (hl : Odd l.length) : ω ((l.map (m + p)).prod) = 0 := by
  obtain ⟨n, hn⟩ := hl
  induction n generalizing l with
  | zero =>
    cases l with
    | nil => simp at hn
    | cons i l =>
      have hl : l = [] := by simpa using hn
      subst hl
      rw [correlation_recursion ε m p c ω h hm hp]
      simp
  | succ n ih =>
    cases l with
    | nil => simp at hn
    | cons i l =>
      rw [correlation_recursion ε m p c ω h hm hp]
      refine Finset.sum_eq_zero fun j _ => ?_
      -- each contraction removes two fields
      have hj : (l.eraseIdx j).length = 2 * n + 1 := by
        rw [List.length_eraseIdx_of_lt j.isLt]
        simp only [List.length_cons] at hn
        omega
      rw [ih _ hj, mul_zero]
```

The induction runs over $n$, with the list left free so that the hypothesis applies to every shortened list. `hj` records the count of the remaining fields.

## Four fields and three pairings

Let $\omega(1)=1$. For two fields the recursion gives $\omega(\varphi_a\varphi_b)=c_{ab}\,\omega(1)=c_{ab}$. For four fields, with $l$ now a single label, the first field is contracted with each of the other three in turn:

$$\begin{aligned}
\omega(\varphi_i\varphi_j\varphi_k\varphi_l)&=c_{ij}\,\omega(\varphi_k\varphi_l)+\varepsilon c_{ik}\,\omega(\varphi_j\varphi_l)+\varepsilon^2c_{il}\,\omega(\varphi_j\varphi_k)\\
&=c_{ij}c_{kl}+\varepsilon\,c_{ik}c_{jl}+\varepsilon^2c_{il}c_{jk}.
\end{aligned}$$

```lean
/-- Under the hypotheses of the recursion for correlation functions and with `ω 1 = 1`, the
four-point function is the sum over the three pairings, with weights `1`, `ε` and `ε ^ 2`. -/
theorem four_point (ε : K) (m p : ι → R) (c : ι → ι → K) (ω : R →ₗ[K] K)
    (h : ∀ i j, m i * (m + p) j - ε • ((m + p) j * m i) = c i j • (1 : R))
    (hm : ∀ i x, ω (x * m i) = 0) (hp : ∀ i x, ω (p i * x) = 0) (h1 : ω 1 = 1)
    (i j k l : ι) :
    ω ((m + p) i * (m + p) j * (m + p) k * (m + p) l) =
      c i j * c k l + ε * (c i k * c j l) + ε ^ 2 * (c i l * c j k) := by
  -- the two-point function is the contraction
  have two : ∀ a b, ω (([a, b].map (m + p)).prod) = c a b := by
    intro a b
    rw [correlation_recursion ε m p c ω h hm hp]
    refine (Fin.sum_univ_one _).trans ?_
    change ε ^ 0 * c a b * ω ((([] : List ι).map (m + p)).prod) = _
    simp [h1]
  have e : (m + p) i * (m + p) j * (m + p) k * (m + p) l =
      ([i, j, k, l].map (m + p)).prod := by simp [mul_assoc]
  rw [e, correlation_recursion ε m p c ω h hm hp]
  refine (Fin.sum_univ_three _).trans ?_
  change ε ^ 0 * c i j * ω (([k, l].map (m + p)).prod)
    + ε ^ 1 * c i k * ω (([j, l].map (m + p)).prod)
    + ε ^ 2 * c i l * ω (([j, k].map (m + p)).prod) = _
  rw [two, two, two]
  ring
```

The auxiliary statement `two` is the two-point function, and the last `change` step writes out the three shortened lists. The state need not be the empty one. A single Slater determinant of orthonormal spin orbitals can take the place of the vacuum: if $a_r$ removes an electron from spin orbital $r$, the determinant is annihilated by $a_r$ for each empty orbital and by $a_r^\dagger$ for each occupied one. With $\varepsilon=-1$ and $\langle\cdot\rangle$ for the expectation value in the determinant, the formula gives $\langle a_r^\dagger a_s^\dagger a_u a_t\rangle=\langle a_r^\dagger a_t\rangle\langle a_s^\dagger a_u\rangle-\langle a_r^\dagger a_u\rangle\langle a_s^\dagger a_t\rangle$, the source of the direct and exchange terms in the electron repulsion energy. The remaining pairing, $\langle a_r^\dagger a_s^\dagger\rangle\langle a_u a_t\rangle$, vanishes because the determinant has a fixed number of electrons.

## One fermionic mode

A concrete system shows that the assumptions are consistent for fermions. Take the basis (empty, occupied), numbered $0$ and $1$, and the lowering operator $a=\begin{pmatrix}0&1\\0&0\end{pmatrix}$. A label is a pair of complex amplitudes $z=(z_1,z_2)$, and the field is $\varphi_z=z_1a+z_2a^\dagger$. Its lowering part is $z_1a$:

```lean
/-- The lowering operator of one fermionic mode, times the first of two amplitudes. -/
def fermiLower (z : ℂ × ℂ) : Matrix (Fin 2) (Fin 2) ℂ := !![0, z.1; 0, 0]
```

Its raising part is $z_2a^\dagger$:

```lean
/-- The raising operator of one fermionic mode, times the second of two amplitudes. -/
def fermiRaise (z : ℂ × ℂ) : Matrix (Fin 2) (Fin 2) ℂ := !![0, 0; z.2, 0]
```

The expectation value in the normalised empty state is the upper-left matrix entry, $\omega(M)=M_{00}$:

```lean
/-- The expectation value in the empty state of one fermionic mode. -/
def vacuum : Matrix (Fin 2) (Fin 2) ℂ →ₗ[ℂ] ℂ where
  toFun M := M 0 0
  map_add' _ _ := rfl
  map_smul' _ _ := rfl
```

Since $a^2=0$ and $aa^\dagger+a^\dagger a=1$,

$$z_1a\,\varphi_w+\varphi_w\,z_1a=z_1w_2\,1,$$

so $c_{zw}=z_1w_2$. The first column of $a$ is zero, hence $(x\,a)_{00}=0$; the first row of $a^\dagger$ is zero, hence $(a^\dagger x)_{00}=0$. Finally $1_{00}=1$.

```lean
/-- One fermionic mode with its vacuum expectation value meets all hypotheses of the recursion
for correlation functions and of the four-point formula, with `ε = -1`. -/
theorem correlation_recursion_witness :
    (∀ z w, fermiLower z * (fermiLower + fermiRaise) w
        - (-1 : ℂ) • ((fermiLower + fermiRaise) w * fermiLower z)
        = (z.1 * w.2) • (1 : Matrix (Fin 2) (Fin 2) ℂ)) ∧
      (∀ z x, vacuum (x * fermiLower z) = 0) ∧
      (∀ z x, vacuum (fermiRaise z * x) = 0) ∧ vacuum 1 = 1 := by
  refine ⟨fun z w => ?_, fun z x => ?_, fun z x => ?_, ?_⟩
  · ext i j
    fin_cases i <;> fin_cases j <;> simp [fermiLower, fermiRaise]
    -- only the lower-right entry is left
    ring
  · change (x * fermiLower z) 0 0 = 0
    simp [fermiLower, Matrix.mul_apply, Fin.sum_univ_succ]
  · change (fermiRaise z * x) 0 0 = 0
    simp [fermiRaise, Matrix.mul_apply, Fin.sum_univ_succ]
  · change (1 : Matrix (Fin 2) (Fin 2) ℂ) 0 0 = 1
    simp

end

end WickRecursion
```

The four parts of the statement are the hypotheses `h`, `hm`, `hp` and `h1` for this mode, with $\varepsilon=-1$; the proof compares matrix entries.

For a numerical instance, take four fields with amplitudes $(1,2)$, $(3,1)$, $(2,5)$ and $(1,4)$, numbered $0$ to $3$. The contractions are

$$c_{01}=1,\quad c_{23}=8,\quad c_{02}=5,\quad c_{13}=12,\quad c_{03}=4,\quad c_{12}=15,$$

and the three pairings give $1\cdot8-5\cdot12+4\cdot15=8$. Multiplying the matrices directly, the first two fields give $\mathrm{diag}(1,6)$ and the last two $\mathrm{diag}(8,5)$. The upper-left entry of their product is $1\cdot8=8$, in agreement.

```lean
#print axioms WickRecursion.wick_recursion
-- 'WickRecursion.wick_recursion' depends on axioms: [propext, Classical.choice, Quot.sound]
#print axioms WickRecursion.correlation_odd
-- 'WickRecursion.correlation_odd' depends on axioms: [propext, Classical.choice, Quot.sound]
#print axioms WickRecursion.four_point
-- 'WickRecursion.four_point' depends on axioms: [propext, Classical.choice, Quot.sound]
```
